# The three-particle cumulant changes sign and exchanges its index triples under particle–hole exchange

Suppose a calculation is switched from electrons to holes, and the three-particle cumulant is carried over by the rule that holds for the pair cumulant, which only exchanges the two groups of indices. Every nonzero element then has the wrong sign. For a normalised state, the correct rule is

$$L_3^{\rm hole}(ijk,lmn)=-L_3(lmn,ijk).$$

Reduced-density-matrix methods that approximate $L_3$ can use it to obtain the hole cumulant from the particle one. If particles and holes are approximated separately, the rule is a condition to check. It is an algebraic identity and leaves open whether the matrices come from a real state.

## Anticommutation up to an overlap

Let $c_i$ create and $a_i$ annihilate an electron in orbital $i$. Two creators anticommute, as do two annihilators, and $a_ic_j+c_ja_i=S_{ij}$, the overlap of the orbitals. Orthonormal orbitals have $S_{ij}=\delta_{ij}$.

In Lean 4 with Mathlib:

```lean
import Mathlib

namespace ThreeCumulantParticleHole

noncomputable section

variable {κ A : Type*} [Ring A] [Algebra ℂ A]

/-- Anticommutation relations of creators `c i` and annihilators `a i` for orbitals with
overlap matrix `S`; orthonormal orbitals have `S i j = δ_ij`. -/
structure CAR (S : κ → κ → ℂ) (c a : κ → A) : Prop where
  cc : ∀ i j, c i * c j + c j * c i = 0
  aa : ∀ i j, a i * a j + a j * a i = 0
  ac : ∀ i j, a i * c j + c j * a i = S i j • (1 : A)
```

In `CAR`, these are the fields `cc`, `aa` and `ac`. The operators live in any complex algebra `A`, and the orbital labels in any type `κ`. A hole is created by $a_i$ and annihilated by $c_i$, so the hole matrices follow by exchanging the arguments `c` and `a`, and no adjoint is needed.

## A linear average

The average $w$ is a linear map from operators to numbers, such as $\langle\Psi|x|\Psi\rangle$ or a thermal average. Positivity, Hermiticity and fixed particle number are not assumed. Identifying $w$ with the average in an actual electronic state is the step left to the user.

Write $g$, $D_2$, $D_3$ for the one-, two- and three-particle matrices, without the factors $1/2!$ and $1/3!$ that some conventions include, and $\det_2$, $\det_3$ for `minor2`, `minor3`. Let $M[x,y]$ be the sum of the nine signed products in `mixed`: one element of $x$ times the element of $y$ with the remaining indices, with the signs of a cofactor expansion. Then

$$L_2=D_2-\det{}_2\,g,\qquad L_3=D_3-\det{}_3\,g-M[g,L_2].$$

```lean
/-- One-particle density matrix `g(i,l) = w(c_i a_l)`. The hole matrix is obtained by
exchanging the arguments `c` and `a`, here and in the definitions below. -/
def oneMatrix (w : A →ₗ[ℂ] ℂ) (c a : κ → A) (i l : κ) : ℂ := w (c i * a l)

/-- Two-particle density matrix `D(ij,kl) = w(c_i c_j a_l a_k)`. -/
def twoMatrix (w : A →ₗ[ℂ] ℂ) (c a : κ → A) (i j k l : κ) : ℂ :=
  w (c i * c j * a l * a k)

/-- Three-particle density matrix `D(ijk,lmn) = w(c_i c_j c_k a_n a_m a_l)`. -/
def threeMatrix (w : A →ₗ[ℂ] ℂ) (c a : κ → A) (i j k l m n : κ) : ℂ :=
  w (c i * c j * c k * a n * a m * a l)

/-- The 2×2 determinant of `x` with rows `i, j` and columns `k, l`. -/
def minor2 (x : κ → κ → ℂ) (i j k l : κ) : ℂ := x i k * x j l - x i l * x j k

/-- The 3×3 determinant of `x` with rows `i, j, k` and columns `l, m, n`. -/
def minor3 (x : κ → κ → ℂ) (i j k l m n : κ) : ℂ :=
  x i l * minor2 x j k m n - x i m * minor2 x j k l n + x i n * minor2 x j k l m

/-- The sum of the nine signed products of a one-body quantity `x` and a two-body quantity `y`. -/
def mixed (x : κ → κ → ℂ) (y : κ → κ → κ → κ → ℂ) (i j k l m n : κ) : ℂ :=
  x i l * y j k m n - x i m * y j k l n + x i n * y j k l m
  - x j l * y i k m n + x j m * y i k l n - x j n * y i k l m
  + x k l * y i j m n - x k m * y i j l n + x k n * y i j l m

/-- Pair cumulant: the two-particle matrix minus its determinant of one-matrix elements. -/
def twoCumulant (w : A →ₗ[ℂ] ℂ) (c a : κ → A) (i j k l : κ) : ℂ :=
  twoMatrix w c a i j k l - minor2 (oneMatrix w c a) i j k l

/-- Three-particle cumulant: the three-particle matrix minus the determinant of one-matrix
elements and minus the nine signed products of one-matrix and pair cumulant. -/
def threeCumulant (w : A →ₗ[ℂ] ℂ) (c a : κ → A) (i j k l m n : κ) : ℂ :=
  threeMatrix w c a i j k l m n - minor3 (oneMatrix w c a) i j k l m n
  - mixed (oneMatrix w c a) (twoCumulant w c a) i j k l m n
```

Anomalous averages such as $w(c_ic_j)$ do not enter these definitions. In a BCS state of indefinite particle number they are nonzero, and $L_2(ij,kl)=w(c_ic_j)\,w(a_la_k)$, whereas the full pair cumulant, which also subtracts this product, vanishes. Linearity lets $w$ act term by term on a reordered product; without it the reordering below gives no relation between the matrices.

## What the anticommutators do

By hand, $a_ic_k=S_{ik}-c_ka_i$. Applying this repeatedly to two pairs gives

$$\begin{aligned}
a_ia_jc_lc_k&=S_{jl}(S_{ik}-c_ka_i)-(S_{il}-c_la_i)(S_{jk}-c_ka_j)\\
&=\det{}_2S(ij,kl)-\big[S_{ik}c_la_j-S_{il}c_ka_j-S_{jk}c_la_i+S_{jl}c_ka_i\big]+c_lc_ka_ia_j .
\end{aligned}$$

For three pairs, put the result for $a_ja_kc_nc_m$ between $a_i$ and $c_l$. Its three kinds of term become

$$\begin{aligned}
a_ic_l&=S_{il}-c_la_i,\\
a_ic_pa_qc_l&=S_{ip}S_{ql}-S_{ip}c_la_q-S_{ql}c_pa_i+S_{il}c_pa_q-c_pc_la_ia_q,\\
a_ic_nc_ma_ja_kc_l&=(S_{in}c_m-S_{im}c_n+c_nc_ma_i)(S_{kl}a_j-S_{jl}a_k+c_la_ja_k),
\end{aligned}$$

with $p\in\{m,n\}$ and $q\in\{j,k\}$. In the last line, $c_nc_ma_ic_la_ja_k=S_{il}c_nc_ma_ja_k-c_nc_mc_la_ia_ja_k$. The term without overlaps is therefore $-c_nc_mc_la_ia_ja_k$.

Reversing three anticommuting factors gives a minus sign. Doing so for both creators and annihilators gives none, hence $w(c_nc_mc_la_ia_ja_k)=D_3(lmn,ijk)$. Likewise $w(c_lc_ka_ia_j)=D_2(kl,ij)$.

```lean
variable {S : κ → κ → ℂ} {c a : κ → A} {w : A →ₗ[ℂ] ℂ}

/-- Moving an annihilator to the right past a creator costs a sign and leaves behind
the overlap of the two orbitals. -/
theorem annihilator_move (h : CAR S c a) (i j : κ) (x : A) :
    a i * (c j * x) = S i j • x - c j * (a i * x) := by
  have h1 : a i * c j = S i j • (1 : A) - c j * a i := eq_sub_of_add_eq (h.ac i j)
  rw [← mul_assoc, h1, sub_mul, smul_mul_assoc, one_mul, mul_assoc]

/-- The two-particle matrix is unchanged when the order of its creators and the order of
its annihilators are both reversed. -/
theorem twoMatrix_reverse (h : CAR S c a) (p q u v : κ) :
    twoMatrix w c a p q u v = w (c q * (c p * (a u * a v))) := by
  have hc : c p * c q = -(c q * c p) := eq_neg_of_add_eq_zero_left (h.cc p q)
  have ha : a v * a u = -(a u * a v) := eq_neg_of_add_eq_zero_left (h.aa v u)
  rw [twoMatrix, mul_assoc (c p * c q), hc, ha, neg_mul_neg, mul_assoc]

/-- The three-particle matrix is unchanged when the order of its creators and the order of
its annihilators are both reversed. -/
theorem threeMatrix_reverse (h : CAR S c a) (p q r u v x : κ) :
    threeMatrix w c a p q r u v x
      = w (c r * (c q * (c p * (a u * (a v * a x))))) := by
  -- reversing three anticommuting factors is an odd permutation
  have rev : ∀ f : κ → A, (∀ i j, f i * f j + f j * f i = 0) →
      ∀ i j k, f i * f j * f k = -(f k * f j * f i) := by
    intro f hf i j k
    linear_combination (norm := noncomm_ring)
      hf i j * f k - f j * hf i k + hf j k * f i
  have e : c p * c q * c r * a x * a v * a u
      = (c p * c q * c r) * (a x * a v * a u) := by simp only [mul_assoc]
  rw [threeMatrix, e, rev c h.cc p q r, rev a h.aa x v u, neg_mul_neg]
  simp only [mul_assoc]
```

`annihilator_move` is the single exchange, with a trailing factor `x` so that it applies inside a longer product. The reversal lemmas use `cc` and `aa`; `rev` proves the sign for three factors.

Without `cc` and `aa`, the last terms could not be identified with $D_2$ and $D_3$, and the derivation would stop. Without `ac`, the rule can fail. Add to Fock space one state that all $c_i,a_i$ send to zero, so that the anticommutator is $\delta_{ij}P$, with $P$ the projector onto Fock space. Give the vacuum weight $1/3$ and the extra state $2/3$. For three distinct modes, $L_3(123,123)=0$ but $L_3^{\rm hole}(123,123)=2/27$.

## Normalisation, $w(1)=1$

This is the statement that probabilities sum to one. It turns the average of a pure overlap term into that term. Let a tilde exchange the indices before and after the comma, as in $\tilde g(i,l)=g(l,i)$. Collecting the terms above by number of overlaps gives

$$\begin{aligned}
g^{\rm hole}&=S-\tilde g,\\
D_2^{\rm hole}(ij,kl)&=\det{}_2S(ij,kl)-\big[S_{ik}\,g(l,j)-S_{il}\,g(k,j)-S_{jk}\,g(l,i)+S_{jl}\,g(k,i)\big]+\tilde D_2(ij,kl),\\
D_3^{\rm hole}&=\det{}_3S-M[\tilde g,\det{}_2S]+M[S,\tilde D_2]-\tilde D_3 .
\end{aligned}$$

Expanding $\det_2(S-\tilde g)$ gives the same overlap terms plus $\det_2\tilde g$, so $L_2^{\rm hole}=\tilde L_2$. Also

$$\det{}_3(S-\tilde g)=\det{}_3S-M[\tilde g,\det{}_2S]+M[S,\det{}_2\tilde g]-\det{}_3\tilde g .$$

Subtract this and $M[S-\tilde g,\tilde L_2]$ from $D_3^{\rm hole}$, using $\tilde D_2=\tilde L_2+\det_2\tilde g$. All terms with $S$ cancel:

$$L_3^{\rm hole}=-\tilde D_3+\det{}_3\tilde g+M[\tilde g,\tilde L_2]=-\tilde L_3 .$$

```lean
/-- For normalised `w`, the one-hole matrix is the overlap minus the transposed
one-particle matrix. -/
theorem oneMatrix_hole (h : CAR S c a) (hw : w 1 = 1) (i k : κ) :
    oneMatrix w a c i k = S i k - oneMatrix w c a k i := by
  have h1 : a i * c k = S i k • (1 : A) - c k * a i := eq_sub_of_add_eq (h.ac i k)
  simp only [oneMatrix, h1, map_sub, map_smul, hw, smul_eq_mul, mul_one]

/-- For normalised `w`, the two-hole matrix in terms of the overlap and the one- and
two-particle matrices. -/
theorem twoMatrix_hole (h : CAR S c a) (hw : w 1 = 1) (i j k l : κ) :
    twoMatrix w a c i j k l = minor2 S i j k l
      - (S i k * oneMatrix w c a l j - S i l * oneMatrix w c a k j
        - S j k * oneMatrix w c a l i + S j l * oneMatrix w c a k i)
      + twoMatrix w c a k l i j := by
  have h1 : ∀ i j, a i * c j = S i j • (1 : A) - c j * a i :=
    fun i j => eq_sub_of_add_eq (h.ac i j)
  have e : twoMatrix w a c i j k l = w (a i * (a j * (c l * c k))) := by
    simp only [twoMatrix, mul_assoc]
  rw [e, twoMatrix_reverse h]
  simp only [h1, annihilator_move h, mul_sub, mul_smul_comm, mul_one, map_sub, map_smul,
    smul_eq_mul, hw, oneMatrix, minor2]
  ring

/-- For normalised `w`, the three-hole matrix in terms of the overlap and the one-, two- and
three-particle matrices; the three-particle matrix enters with a minus sign. -/
theorem threeMatrix_hole (h : CAR S c a) (hw : w 1 = 1) (i j k l m n : κ) :
    threeMatrix w a c i j k l m n = minor3 S i j k l m n
      - mixed (fun p q => oneMatrix w c a q p) (minor2 S) i j k l m n
      + mixed S (fun p q u v => twoMatrix w c a u v p q) i j k l m n
      - threeMatrix w c a l m n i j k := by
  have h1 : ∀ i j, a i * c j = S i j • (1 : A) - c j * a i :=
    fun i j => eq_sub_of_add_eq (h.ac i j)
  have e : threeMatrix w a c i j k l m n
      = w (a i * (a j * (a k * (c n * (c m * c l))))) := by
    simp only [threeMatrix, mul_assoc]
  rw [e, threeMatrix_reverse h]
  -- normal ordering: all annihilators are moved to the right
  simp only [mixed, twoMatrix_reverse h, h1, annihilator_move h, mul_sub, mul_smul_comm,
    mul_one, map_sub, map_smul, smul_eq_mul, hw, oneMatrix, minor2, minor3]
  ring

/-- For normalised `w`, the three-particle cumulant changes sign under particle-hole
exchange, with its index triples exchanged: `L3hole(ijk,lmn) = -L3(lmn,ijk)`. -/
theorem threeCumulant_hole (h : CAR S c a) (hw : w 1 = 1) (i j k l m n : κ) :
    threeCumulant w a c i j k l m n = -threeCumulant w c a l m n i j k := by
  -- insert the hole matrices; all terms containing the overlap cancel
  simp only [threeCumulant, threeMatrix_hole h hw, mixed, twoCumulant,
    twoMatrix_hole h hw, minor3, minor2, oneMatrix_hole h hw]
  ring
```

The three `..._hole` lemmas for the matrices are the three displayed formulas. Their `simp only` calls carry out the normal ordering and use `hw` for $w(1)=1$; for two and three particles, `ring` then compares ordinary numbers. `threeCumulant_hole` inserts them, and `ring` performs the final cancellation, including the pair relation, which has no theorem of its own.

If $w$ is twice the vacuum average, three distinct orthonormal modes have $L_3(123,123)=0$, while the hole value is $2-8+12=6$. The rule can thus fail for unnormalised $w$.

### Three modes, filled with probability 1/4

Let three orthonormal modes be all filled with probability $1/4$ and all empty otherwise. The off-diagonal elements of $g$ vanish, so three of the nine products survive.

- Particles: $g(i,i)=\tfrac14$, $L_2(ij,ij)=\tfrac14-\tfrac1{16}=\tfrac3{16}$ for $i\ne j$, and $L_3(123,123)=\tfrac14-\tfrac1{64}-3\cdot\tfrac14\cdot\tfrac3{16}=\tfrac3{32}$.
- Holes: $g^{\rm hole}(i,i)=\tfrac34$, $L_2^{\rm hole}(ij,ij)=\tfrac34-\tfrac9{16}=\tfrac3{16}$, and $L_3^{\rm hole}(123,123)=\tfrac34-\tfrac{27}{64}-3\cdot\tfrac34\cdot\tfrac3{16}=-\tfrac3{32}$.

## Invariance under the exchange

The corollary adds a symmetry of the state: an algebra map `φ` exchanges $c_i$ with $a_i$, and $w$ is unchanged by it. Particle and hole matrices then coincide, so $L_3(ijk,lmn)=-L_3(lmn,ijk)$, and the diagonal elements $L_3(ijk,ijk)$ vanish.

```lean
/-- If a normalised `w` is invariant under an algebra map that exchanges creators and
annihilators, its three-particle cumulant is antisymmetric under exchange of the two
index triples. -/
theorem threeCumulant_antisymm (h : CAR S c a) (hw : w 1 = 1) (φ : A →ₐ[ℂ] A)
    (hc : ∀ i, φ (c i) = a i) (ha : ∀ i, φ (a i) = c i) (hφ : ∀ x, w (φ x) = w x)
    (i j k l m n : κ) :
    threeCumulant w c a i j k l m n = -threeCumulant w c a l m n i j k := by
  -- particle and hole matrices of the invariant state coincide
  have e1 : oneMatrix w a c = oneMatrix w c a := by
    funext p q
    have t := hφ (c p * a q)
    simp only [map_mul, hc, ha] at t
    exact t
  have e2 : twoMatrix w a c = twoMatrix w c a := by
    funext p q u v
    have t := hφ (c p * c q * a v * a u)
    simp only [map_mul, hc, ha] at t
    exact t
  have e3 : threeMatrix w a c = threeMatrix w c a := by
    funext p q r u v x
    have t := hφ (c p * c q * c r * a x * a v * a u)
    simp only [map_mul, hc, ha] at t
    exact t
  have t := threeCumulant_hole h hw i j k l m n
  simp only [threeCumulant, mixed, twoCumulant, e1, e2, e3] at t ⊢
  exact t
```

The equalities `e1`, `e2` and `e3` identify the matrices, and the main theorem finishes the proof. Without invariance antisymmetry can fail, as the value $3/32$ above shows. Staggered signs, as used for bipartite lattices, are not part of this `φ`; they must first be absorbed into the phases of the orbitals.

## Fock space meets the anticommutation hypothesis

Creation is exterior multiplication by a basis vector, and annihilation is contraction with a coordinate.

```lean
/-- Algebraic fermionic Fock space over the modes `κ`, which is the usual Fock space if `κ` is
finite: the exterior algebra of `κ → ℂ`, written as the Clifford algebra of the zero quadratic form.
-/
abbrev Fock (κ : Type*) := CliffordAlgebra (0 : QuadraticForm ℂ (κ → ℂ))

/-- Creation in mode `i`: exterior multiplication by the `i`-th basis vector. -/
def create [DecidableEq κ] (i : κ) : Module.End ℂ (Fock κ) :=
  LinearMap.mulLeft ℂ (CliffordAlgebra.ι (0 : QuadraticForm ℂ (κ → ℂ)) (Pi.single i 1))

/-- Annihilation in mode `i`: contraction with the `i`-th coordinate. -/
def annihilate (i : κ) : Module.End ℂ (Fock κ) :=
  CliffordAlgebra.contractLeft (LinearMap.proj i : (κ → ℂ) →ₗ[ℂ] ℂ)

/-- Creation and annihilation on Fock space satisfy the anticommutation relations of
orthonormal orbitals, for any set of modes. -/
theorem CAR_witness [DecidableEq κ] :
    CAR (fun i j : κ => if i = j then 1 else 0) create annihilate where
  cc i j := by
    refine LinearMap.ext fun x => ?_
    have e : CliffordAlgebra.ι (0 : QuadraticForm ℂ (κ → ℂ)) (Pi.single i 1)
          * CliffordAlgebra.ι 0 (Pi.single j 1)
        + CliffordAlgebra.ι 0 (Pi.single j 1) * CliffordAlgebra.ι 0 (Pi.single i 1) = 0 := by
      rw [CliffordAlgebra.ι_mul_ι_add_swap]
      simp [QuadraticMap.polar]
    change CliffordAlgebra.ι 0 (Pi.single i 1) * (CliffordAlgebra.ι 0 (Pi.single j 1) * x)
      + CliffordAlgebra.ι 0 (Pi.single j 1) * (CliffordAlgebra.ι 0 (Pi.single i 1) * x) = 0
    rw [← mul_assoc, ← mul_assoc, ← add_mul, e, zero_mul]
  aa i j := by
    refine LinearMap.ext fun x => ?_
    change CliffordAlgebra.contractLeft (LinearMap.proj i : (κ → ℂ) →ₗ[ℂ] ℂ)
        (CliffordAlgebra.contractLeft (LinearMap.proj j : (κ → ℂ) →ₗ[ℂ] ℂ) x)
      + CliffordAlgebra.contractLeft (LinearMap.proj j : (κ → ℂ) →ₗ[ℂ] ℂ)
        (CliffordAlgebra.contractLeft (LinearMap.proj i : (κ → ℂ) →ₗ[ℂ] ℂ) x) = 0
    rw [CliffordAlgebra.contractLeft_comm, neg_add_cancel]
  ac i j := by
    refine LinearMap.ext fun x => ?_
    change CliffordAlgebra.contractLeft (LinearMap.proj i : (κ → ℂ) →ₗ[ℂ] ℂ)
        (CliffordAlgebra.ι 0 (Pi.single j 1) * x)
      + CliffordAlgebra.ι 0 (Pi.single j 1)
        * CliffordAlgebra.contractLeft (LinearMap.proj i : (κ → ℂ) →ₗ[ℂ] ℂ) x
      = (if i = j then (1 : ℂ) else 0) • x
    rw [CliffordAlgebra.contractLeft_ι_mul, sub_add_cancel]
    simp [Pi.single_apply]

end

end ThreeCumulantParticleHole
```

For `cc`, the exterior product of two vectors is antisymmetric; for `aa`, contractions anticommute; for `ac`, contracting a product leaves the term $\delta_{ij}$. For infinitely many modes, this algebraic space differs from the usual Fock space: it admits one-particle vectors that are not square-summable, and it is not completed.

```lean
#print axioms ThreeCumulantParticleHole.threeCumulant_hole
#print axioms ThreeCumulantParticleHole.threeCumulant_antisymm
```

```
'ThreeCumulantParticleHole.threeCumulant_hole' depends on axioms: [propext, Classical.choice, Quot.sound]
'ThreeCumulantParticleHole.threeCumulant_antisymm' depends on axioms: [propext, Classical.choice, Quot.sound]
```
